# On a finite forest, site phases remove every Peierls phase and the tight-binding spectrum stays the same

Place a branched molecule, described by a tight-binding model, in a magnetic field. An electron that hops from one site to the next picks up a Peierls phase, which is proportional to the line integral of the vector potential along the bond. The off-diagonal matrix elements become complex and depend on the field. Do the energies depend on it too?

If the field enters only through these phases and the bonds form no closed loop, they do not. The proof builds an angle for each site such that every bond phase is a difference of two of them.

## Sites, bonds and phases

The sites are the elements of a type `V`, and the bonds are the edges of a `SimpleGraph V`, called `G`. Two sites share at most one bond, and no site is bonded to itself.

```lean
import Mathlib

open Matrix

namespace TreeGaugeField

noncomputable section

variable {V : Type*} {G : SimpleGraph V}
```

Let θ_xy be the real phase attached to the ordered pair (x, y). A walk p through sites x₀, x₁, …, xₙ collects the phase

φ(p) = θ_x₀x₁ + θ_x₁x₂ + … + θ_xₙ₋₁xₙ,

and a walk without steps collects zero. In Lean the directed steps of a walk are its `darts`.

```lean
/-- The Peierls phase collected along a walk: the sum of the link phases over its steps. -/
def peierlsPhase (θ : V → V → ℝ) {x y : V} (p : G.Walk x y) : ℝ :=
  (p.darts.map fun d => θ d.fst d.snd).sum
```

A choice of site angles χ_x defines a change of local phase convention, the diagonal matrix

U = diag(exp(iχ_x)).

```lean
/-- The site-diagonal matrix of phase factors `exp(i χ_x)`. -/
def siteGauge [DecidableEq V] (χ : V → ℝ) : Matrix V V ℂ :=
  Matrix.diagonal fun x => Complex.exp (χ x * Complex.I)
```

The Hamiltonian H_θ has real on-site energies v_x on the diagonal. Off the diagonal,

(H_θ)_xy = −t_xy exp(iθ_xy) if x and y are bonded, and 0 otherwise,

with real t_xy. The zero-field matrix H_0 has the same t and v and is written `hamiltonian G t 0 v`. This is a one-particle model with one orbital per site, and the field enters only through θ. Zeeman terms, interactions and any change of t or v with the field are left out.

```lean
/-- The tight-binding Hamiltonian with on-site energies `v` and hopping
`-t_xy exp(i θ_xy)` on the edges of the graph. -/
def hamiltonian [DecidableEq V] (G : SimpleGraph V) [DecidableRel G.Adj]
    (t θ : V → V → ℝ) (v : V → ℝ) : Matrix V V ℂ :=
  Matrix.of fun x y =>
    if x = y then (v x : ℂ)
    else if G.Adj x y then -(t x y : ℂ) * Complex.exp (θ x y * Complex.I)
    else 0
```

## Paths to a common root

If a walk starts with the step from x to y and continues along p, its phase is

φ(x → y, then p) = θ_xy + φ(p).

```lean
/-- A first step from `x` to `y` adds the link phase `θ_xy` to the phase of a walk. -/
theorem peierlsPhase_cons (θ : V → V → ℝ) {x y z : V} (h : G.Adj x y) (p : G.Walk y z) :
    peierlsPhase θ (SimpleGraph.Walk.cons h p) = θ x y + peierlsPhase θ p := by
  simp [peierlsPhase]
```

Assume now that θ_yx = −θ_xy: traversing a bond backwards reverses the sign of the line integral. Assume also that G is a forest, `G.IsAcyclic`, which includes every tree. Two sites of a forest are joined by at most one path, that is, a walk that repeats no site.

Let x and y be neighbours, p the path from x to a root r, and q the path from y to r. Then

φ(p) = θ_xy + φ(q).

There are two cases.

If q passes through x, its part from y to x is a path, so by uniqueness it is the single bond y → x. The rest of q is a path from x to r, so it is p. Hence φ(q) = θ_yx + φ(p) = −θ_xy + φ(p).

If q avoids x, putting the step x → y in front of q gives a path from x to r, which must be p. Hence φ(p) = θ_xy + φ(q).

The proof splits on `x ∈ q.support` and, in the first case, cuts q at x with `takeUntil` and `dropUntil`. The two end points are named `r` and `s` with `r = s`, because in the next step the roots of x and y are given by separate expressions that are only then shown to be equal.

```lean
/-- In a forest, the phases of the paths from two neighbouring sites to a common root
differ by the phase of the link between them. -/
theorem peierlsPhase_step [DecidableEq V] (hG : G.IsAcyclic) {θ : V → V → ℝ}
    (hθ : ∀ x y, θ y x = -θ x y) {x y r s : V} (hrs : r = s) (hxy : G.Adj x y)
    (p : G.Walk x r) (hp : p.IsPath) (q : G.Walk y s) (hq : q.IsPath) :
    peierlsPhase θ p = θ x y + peierlsPhase θ q := by
  subst hrs
  have uniq : ∀ {a b : V} (p q : G.Walk a b), p.IsPath → q.IsPath → p = q :=
    fun p q hp hq => congrArg Subtype.val
      (@Subsingleton.elim _ (hG.subsingleton_path _ _) ⟨p, hp⟩ ⟨q, hq⟩)
  by_cases hx : x ∈ q.support
  · -- the path from `y` starts with the link to `x` and then follows `p`
    have h1 : q.takeUntil x hx = SimpleGraph.Walk.cons hxy.symm SimpleGraph.Walk.nil :=
      uniq _ _ (hq.takeUntil hx) (by simp [SimpleGraph.Walk.cons_isPath_iff, hxy.ne'])
    have h2 : q.dropUntil x hx = p := uniq _ _ (hq.dropUntil hx) hp
    have h3 := q.take_spec hx
    rw [h1, h2] at h3
    rw [← h3, SimpleGraph.Walk.cons_append, SimpleGraph.Walk.nil_append,
      peierlsPhase_cons, hθ x y]
    ring
  · -- the path from `x` starts with the link to `y` and then follows `q`
    rw [uniq p (SimpleGraph.Walk.cons hxy q) hp
      (by simp [SimpleGraph.Walk.cons_isPath_iff, hq, hx]), peierlsPhase_cons]
```

Choose a root in each connected component and let p_x be the path from x to its root. Set

χ_x = φ(p_x).

Neighbours lie in the same component and so share a root. The previous result then gives, on every bond,

θ_xy = χ_x − χ_y.

In the proof, `choose` selects the roots and the paths; `bypass` turns a walk into a path by removing its detours.

```lean
/-- On a forest every antisymmetric link phase is a difference of site angles. -/
theorem exists_site_angles [DecidableEq V] (hG : G.IsAcyclic) {θ : V → V → ℝ}
    (hθ : ∀ x y, θ y x = -θ x y) :
    ∃ χ : V → ℝ, ∀ x y, G.Adj x y → θ x y = χ x - χ y := by
  -- choose a root in each connected component and a path from each site to its root
  have hrep : ∀ c : G.ConnectedComponent, ∃ r, G.connectedComponentMk r = c :=
    fun c => Quot.exists_rep c
  choose r hr using hrep
  have hpath : ∀ x, ∃ p : G.Walk x (r (G.connectedComponentMk x)), p.IsPath := by
    intro x
    obtain ⟨w⟩ := SimpleGraph.ConnectedComponent.exact (hr (G.connectedComponentMk x)).symm
    exact ⟨w.bypass, w.bypass_isPath⟩
  choose p hp using hpath
  refine ⟨fun x => peierlsPhase θ (p x), fun x y hxy => ?_⟩
  have h := peierlsPhase_step hG hθ
    (congrArg r (SimpleGraph.ConnectedComponent.sound hxy.reachable)) hxy
    (p x) (hp x) (p y) (hp y)
  linarith
```

## The gauge transformation

For H_θ to be an observable it must be Hermitian, and this is where t_yx = t_xy is needed:

conj((H_θ)_yx) = −t_yx exp(−iθ_yx) = −t_xy exp(iθ_xy) = (H_θ)_xy.

The forest results below do not use the symmetry of t.

```lean
/-- For symmetric `t` and antisymmetric `θ` the Hamiltonian is Hermitian. -/
theorem hamiltonian_isHermitian [DecidableEq V] [DecidableRel G.Adj] {t θ : V → V → ℝ}
    (ht : ∀ x y, t y x = t x y) (hθ : ∀ x y, θ y x = -θ x y) (v : V → ℝ) :
    (hamiltonian G t θ v).IsHermitian := by
  ext x y
  rw [Matrix.conjTranspose_apply]
  by_cases h : x = y
  · subst h
    simp [hamiltonian]
  · by_cases ha : G.Adj x y
    · simp only [hamiltonian, Matrix.of_apply, if_neg h, if_neg (Ne.symm h), if_pos ha,
        if_pos ha.symm]
      rw [hθ x y, ht x y]
      simp [← Complex.exp_conj]
    · have ha' : ¬ G.Adj y x := fun k => ha k.symm
      simp [hamiltonian, h, Ne.symm h, ha, ha']
```

With the site angles in hand, compare matrix elements:

(U H_0 U†)_xy = exp(iχ_x) (H_0)_xy exp(−iχ_y).

On the diagonal the two phases cancel and v_x remains. On a bond they combine to exp(i(χ_x − χ_y)) = exp(iθ_xy), which gives (H_θ)_xy. For any other pair both sides vanish. Therefore

H_θ = U H_0 U†, with U†U = 1.

In the proof `hstar` computes U†, `hinv` is the cancellation exp(−iχ_x) exp(iχ_x) = 1, and the two `by_cases` separate the three kinds of matrix element. From here on the number of sites is finite.

```lean
variable [Fintype V] [DecidableEq V] [DecidableRel G.Adj]

/-- **Gauging away a field on a forest.** Site phases form a unitary matrix that conjugates
the zero-field Hamiltonian into the one with link phases `θ`. -/
theorem exists_gauge (hG : G.IsAcyclic) (t : V → V → ℝ) {θ : V → V → ℝ}
    (hθ : ∀ x y, θ y x = -θ x y) (v : V → ℝ) :
    ∃ χ : V → ℝ, (siteGauge χ)ᴴ * siteGauge χ = 1 ∧
      hamiltonian G t θ v = siteGauge χ * hamiltonian G t 0 v * (siteGauge χ)ᴴ := by
  obtain ⟨χ, hχ⟩ := exists_site_angles hG hθ
  have hstar : (siteGauge χ)ᴴ =
      Matrix.diagonal fun x => Complex.exp (((-χ x : ℝ) : ℂ) * Complex.I) := by
    rw [siteGauge, Matrix.diagonal_conjTranspose]
    congr 1
    funext x
    change (starRingEnd ℂ) (Complex.exp (χ x * Complex.I)) = _
    rw [← Complex.exp_conj]
    simp
  have hinv : ∀ x, Complex.exp (((-χ x : ℝ) : ℂ) * Complex.I) *
      Complex.exp (χ x * Complex.I) = 1 := by
    intro x
    rw [← Complex.exp_add]
    simp
  refine ⟨χ, ?_, ?_⟩
  · rw [hstar, siteGauge, Matrix.diagonal_mul_diagonal, funext hinv]
    exact Matrix.diagonal_one
  · rw [hstar]
    ext x y
    simp only [siteGauge, Matrix.mul_diagonal, Matrix.diagonal_mul, hamiltonian,
      Matrix.of_apply, Pi.zero_apply]
    by_cases h : x = y
    · subst h
      simp only [↓reduceIte]
      linear_combination (-(v x : ℂ)) * hinv x
    · by_cases ha : G.Adj x y
      · -- on a link the two site phases combine to the link phase
        have he : Complex.exp ((θ x y : ℂ) * Complex.I) = Complex.exp (χ x * Complex.I) *
            Complex.exp (((-χ y : ℝ) : ℂ) * Complex.I) := by
          rw [← Complex.exp_add, hχ x y ha]
          congr 1
          push_cast
          ring
        simp only [if_neg h, if_pos ha, he, Complex.ofReal_zero, zero_mul, Complex.exp_zero]
        ring
      · simp [h, ha]
```

For square matrices AB and BA have the same characteristic polynomial, so

det(λ − U H_0 U†) = det(λ − U†U H_0) = det(λ − H_0).

Every θ with θ_yx = −θ_xy thus gives the zero-field polynomial, and with it the same energies and multiplicities. For a non-interacting model with fixed real t and v, this provides a test of a tight-binding code: on a cluster whose nonzero hoppings, including any beyond nearest neighbours, form no closed loop, computed levels that move with the Peierls phases reveal an error.

```lean
/-- On a forest the characteristic polynomial of the Hamiltonian does not depend on the
link phases. -/
theorem charpoly_eq_zero_field (hG : G.IsAcyclic) (t : V → V → ℝ) {θ : V → V → ℝ}
    (hθ : ∀ x y, θ y x = -θ x y) (v : V → ℝ) :
    (hamiltonian G t θ v).charpoly = (hamiltonian G t 0 v).charpoly := by
  obtain ⟨χ, hU, hH⟩ := exists_gauge hG t hθ v
  rw [hH, Matrix.charpoly_mul_comm, ← mul_assoc, hU, one_mul]
```

The eigenvectors follow as well. If H_0 ψ = Eψ, then

H_θ (Uψ) = U H_0 U†U ψ = U H_0 ψ = E (Uψ), and |(Uψ)_x| = |ψ_x|.

A normalised state stays normalised and keeps its site occupations. The same angles χ serve all eigenvectors, which is why `∃ χ` stands before `∀ (E : ℂ) (ψ : V → ℂ)`.

```lean
/-- On a forest, one set of site phases turns every zero-field eigenvector into an
eigenvector in the field, with the same energy and the same modulus on each site. -/
theorem eigenvector_transport (hG : G.IsAcyclic) (t : V → V → ℝ) {θ : V → V → ℝ}
    (hθ : ∀ x y, θ y x = -θ x y) (v : V → ℝ) :
    ∃ χ : V → ℝ, ∀ (E : ℂ) (ψ : V → ℂ), hamiltonian G t 0 v *ᵥ ψ = E • ψ →
      hamiltonian G t θ v *ᵥ (siteGauge χ *ᵥ ψ) = E • (siteGauge χ *ᵥ ψ) ∧
      ∀ x, ‖(siteGauge χ *ᵥ ψ) x‖ = ‖ψ x‖ := by
  obtain ⟨χ, hU, hH⟩ := exists_gauge hG t hθ v
  refine ⟨χ, fun E ψ hψ => ⟨?_, fun x => ?_⟩⟩
  · rw [hH, Matrix.mulVec_mulVec, mul_assoc, hU, mul_one, ← Matrix.mulVec_mulVec, hψ,
      Matrix.mulVec_smul]
  · rw [siteGauge, Matrix.mulVec_diagonal, norm_mul, Complex.norm_exp_ofReal_mul_I, one_mul]
```

## A three-site chain in numbers

Take the chain 0 – 1 – 2 with t = 1 on both bonds, v = 0 and θ_01 = θ_12 = π/2. With site 2 as root,

χ_2 = 0, χ_1 = π/2, χ_0 = π, so U = diag(−1, i, 1).

The matrix elements in the field are (H_θ)_01 = (H_θ)_12 = −i and (H_θ)_10 = (H_θ)_21 = i. With or without the phases,

det(λ − H) = λ³ − 2λ,

and the energies are −√2, 0 and √2. The normalised zero-field ground state (1, √2, 1)/2 becomes (−1, i√2, 1)/2. In the first row, H_θ gives −i · i√2/2 = √2/2, which is −√2 times −1/2, as it should be. The occupations are 1/4, 1/2 and 1/4 in both cases.

## What a closed loop changes

Give up the absence of loops and the conclusion can fail already on three sites. Let every pair be bonded, which is the complete graph `⊤` on `Fin 3`, with the same hopping t on each bond and zero on-site energies. The phase around the triangle is

Φ = θ_01 + θ_12 + θ_20.

With a zero diagonal, only the two cyclic products survive in the determinant, one for each sense of circulation:

det H_θ = H_01 H_12 H_20 + H_02 H_10 H_21
= −t³ (exp(iΦ) + exp(−iΦ))
= −2t³ cos Φ.

In the proof `hcos` writes the cosine as half the sum of these two exponentials.

```lean
/-- On a triangle with uniform hopping `t` and zero on-site energies, the determinant of the
Hamiltonian is `-2 t³ cos Φ`, with `Φ` the sum of the link phases around the triangle. -/
theorem triangle_det (t : ℝ) {θ : Fin 3 → Fin 3 → ℝ} (hθ : ∀ x y, θ y x = -θ x y) :
    (hamiltonian ⊤ (fun _ _ => t) θ 0).det =
      ((-2 * t ^ 3 * Real.cos (θ 0 1 + θ 1 2 + θ 2 0) : ℝ) : ℂ) := by
  have diag : ∀ x, hamiltonian ⊤ (fun _ _ => t) θ 0 x x = 0 := by
    intro x
    simp [hamiltonian]
  have off : ∀ x y, x ≠ y → hamiltonian ⊤ (fun _ _ => t) θ 0 x y =
      -(t : ℂ) * Complex.exp (θ x y * Complex.I) := by
    intro x y h
    simp [hamiltonian, h]
  -- the two orientations of the loop carry opposite phases
  have hcos : ((Real.cos (θ 0 1 + θ 1 2 + θ 2 0) : ℝ) : ℂ) =
      (Complex.exp (θ 0 1 * Complex.I) * Complex.exp (θ 1 2 * Complex.I) *
        Complex.exp (θ 2 0 * Complex.I) +
       Complex.exp (((-θ 2 0 : ℝ) : ℂ) * Complex.I) *
        Complex.exp (((-θ 0 1 : ℝ) : ℂ) * Complex.I) *
        Complex.exp (((-θ 1 2 : ℝ) : ℂ) * Complex.I)) / 2 := by
    rw [Complex.ofReal_cos, Complex.cos]
    simp only [← Complex.exp_add]
    push_cast
    ring_nf
  rw [Matrix.det_fin_three, diag 0, diag 1, diag 2, off 0 1 (by decide), off 1 2 (by decide),
    off 2 0 (by decide), off 0 2 (by decide), off 1 0 (by decide), off 2 1 (by decide),
    hθ 0 1, hθ 1 2, hθ 2 0, Complex.ofReal_mul, hcos]
  push_cast
  ring
```

The constant term of the characteristic polynomial of a 3 × 3 matrix is −det H. If the polynomials with and without phases were equal, then

−2t³ cos Φ = −2t³,

and for t ≠ 0 this forces cos Φ = 1. So any loop phase that is not a multiple of 2π changes the polynomial.

For t = 1 and Φ = π, for instance, the polynomial changes from

λ³ − 3λ + 2 = (λ − 1)²(λ + 2)

to

λ³ − 3λ − 2 = (λ + 1)²(λ − 2).

The levels −2, 1, 1 become −1, −1, 2, and the ground state turns from non-degenerate to doubly degenerate.

```lean
/-- On a triangle with nonzero uniform hopping and zero on-site energies, link phases whose sum `Φ`
around the triangle has `cos Φ ≠ 1` change the characteristic polynomial. -/
theorem triangle_charpoly_ne {t : ℝ} (ht : t ≠ 0) {θ : Fin 3 → Fin 3 → ℝ}
    (hθ : ∀ x y, θ y x = -θ x y) (hΦ : Real.cos (θ 0 1 + θ 1 2 + θ 2 0) ≠ 1) :
    (hamiltonian ⊤ (fun _ _ => t) θ 0).charpoly ≠
      (hamiltonian (⊤ : SimpleGraph (Fin 3)) (fun _ _ => t) 0 0).charpoly := by
  intro h
  have hdet : (hamiltonian ⊤ (fun _ _ => t) θ 0).det =
      (hamiltonian (⊤ : SimpleGraph (Fin 3)) (fun _ _ => t) 0 0).det := by
    rw [Matrix.det_eq_sign_charpoly_coeff, Matrix.det_eq_sign_charpoly_coeff, h]
  rw [triangle_det t hθ, triangle_det t (θ := 0) (by simp)] at hdet
  have hreal := Complex.ofReal_injective hdet
  simp only [Pi.zero_apply, add_zero, Real.cos_zero] at hreal
  exact hΦ (mul_left_cancel₀ (mul_ne_zero (by norm_num) (pow_ne_zero 3 ht)) hreal)

end

end TreeGaugeField
```

```lean
#print axioms TreeGaugeField.exists_site_angles
-- 'TreeGaugeField.exists_site_angles' depends on axioms: [propext, Classical.choice, Quot.sound]
#print axioms TreeGaugeField.charpoly_eq_zero_field
-- 'TreeGaugeField.charpoly_eq_zero_field' depends on axioms: [propext, Classical.choice, Quot.sound]
#print axioms TreeGaugeField.eigenvector_transport
-- 'TreeGaugeField.eigenvector_transport' depends on axioms: [propext, Classical.choice, Quot.sound]
#print axioms TreeGaugeField.triangle_charpoly_ne
-- 'TreeGaugeField.triangle_charpoly_ne' depends on axioms: [propext, Classical.choice, Quot.sound]
```
